# Total reflection at normal incidence: the Fresnel criterion and an undamped Drude metal with an absorption edge

The free-electron rule of thumb says that a metal reflects all incident light wherever the real part of its permittivity is not positive, that is, up to its plasma frequency. Taken alone, the rule makes every metal whose plasma frequency lies above the visible range a perfect and colourless mirror. It fails as soon as the permittivity has an imaginary part. A medium of permittivity 2i has real part zero and passes the test, yet at normal incidence it reflects only one fifth of the light. The opposite shortcut, that a medium without absorption reflects everything, fails for any transparent dielectric. For a wave arriving from vacuum at normal incidence on a uniform non-magnetic medium that fills a half-space, total reflection needs both conditions at once: the permittivity must be real, and it must be nonpositive.

## The criterion and the edge

Let ε = ε′ + iε″ be the relative permittivity of a non-magnetic medium that fills a half-space, and let N = n + ik be its refractive index, with N² = ε, n ≥ 0 and k ≥ 0. The reflectivity, the fraction of incident intensity sent back, is

    R = |(1 − N)/(1 + N)|².

The first claim is that R = 1 if and only if ε″ = 0 and ε′ ≤ 0, and that R < 1 in every other case.

The second claim concerns a model metal whose permittivity at angular frequency ω > 0 is

    ε(ω) = ε0 − ωp²/ω² + i ε2(ω).

The dimensionless constant ε0 > 0 is a background permittivity that stands for the polarisation of the bound electrons; it is not the permittivity of vacuum. The plasma frequency ωp ≥ 0 is set by the density and the effective mass of the free carriers, which respond here without damping. The real function ε2 stands for interband absorption. It has an edge ωg, the threshold frequency of the lowest interband transition: ε2(ω) = 0 for 0 < ω ≤ ωg and ε2(ω) > 0 for positive ω > ωg. If the edge lies at or under the screened plasma frequency,

    ωg ≤ ωp/√ε0,

so that ε′ is nonpositive at every positive frequency up to the edge, then R = 1 exactly for ω ≤ ωg and R < 1 exactly for ω > ωg.

## From the Fresnel formula to the edge

Write out the two moduli:

    |1 − N|² = (1 − n)² + k²,
    |1 + N|² = (1 + n)² + k².

For n ≥ 0 the second is at least 1, so the quotient is defined. Subtracting the first from the second leaves (1 + n)² − (1 − n)² = 4n, and therefore

    1 − R = 4n / ((1 + n)² + k²).

The denominator is positive. Hence R = 1 when n = 0 and R < 1 when n > 0, and the question is reduced to when n vanishes. Squaring N gives

    ε′ = n² − k²,    ε″ = 2nk.

If n = 0, then ε″ = 0 and ε′ = −k² ≤ 0. Conversely, let ε″ = 0 and ε′ ≤ 0. From nk = 0 either n = 0, which is the claim, or k = 0; in the second case ε′ = n² ≤ 0 forces n = 0 again. So n = 0 if and only if ε is real and nonpositive, and the criterion follows. The sign of k has not been used.

That sign makes the index unique. Let ε″ ≥ 0 and let z be any complex square root of ε. Then 2 Re z Im z = ε″ ≥ 0, so Re z and Im z are both nonnegative or both nonpositive, and z or −z lies in the closed first quadrant. If M and N are two roots in that quadrant, then

    (M − N)(M + N) = M² − N² = 0.

Either M = N, or M + N = 0; in the second case the nonnegative real parts sum to zero, as do the imaginary parts, so M = N = 0.

For the model metal, ε′ = ε0 − ωp²/ω² and ε″ = ε2(ω). Multiplying by ω² > 0 and taking square roots of nonnegative numbers,

    ε′ ≤ 0  ⇔  ε0 ω² ≤ ωp²  ⇔  ω √ε0 ≤ ωp  ⇔  ω ≤ ωp/√ε0.

The edge condition gives ε″ = 0 if and only if ω ≤ ωg. The criterion asks for both, so

    R = 1  ⇔  ω ≤ min(ωg, ωp/√ε0).

When ωg ≤ ωp/√ε0 the minimum is ωg. When the edge lies higher, total reflection ends at ωp/√ε0, and between the two frequencies ε is real and positive: the medium neither absorbs nor reflects totally.

In electronic-structure terms, ωg is an onset of interband transitions, in the coinage metals from the filled d bands to states at the Fermi level, and a relativistic treatment of gold lowers that onset. Within this undamped model with a constant background, at normal incidence and with ωg ≤ ωp/√ε0, a computed shift of the onset is exactly a shift of the frequency at which total reflection ends.

## Reflectivity, index and permittivity as Lean objects

```lean
import Mathlib

open Complex

namespace MetalReflectivity

noncomputable section
```

The reflectivity is a real function of a complex index. The double bars denote the complex modulus.

```lean
/-- Fresnel reflectivity `|(1 - N) / (1 + N)|²` at normal incidence from vacuum on a medium
of complex refractive index `N`. -/
def reflectivity (N : ℂ) : ℝ := ‖(1 - N) / (1 + N)‖ ^ 2
```

The Fresnel formula enters as a definition; it is not derived from Maxwell's equations. It fixes normal incidence, vacuum on the incident side, a flat semi-infinite medium and unit magnetic permeability. Lean assigns the value zero to a quotient by zero, which would give `reflectivity` a meaningless value at N = −1 and remove the Drude term at ω = 0; the hypotheses `0 ≤ N.re` and `0 < ω` keep every theorem away from both points.

```lean
/-- `N = n + ik` is a refractive index for the permittivity `ε`: `n ≥ 0`, `k ≥ 0`, `N² = ε`. -/
def IsRefractiveIndex (ε N : ℂ) : Prop := 0 ≤ N.re ∧ 0 ≤ N.im ∧ N ^ 2 = ε
```

Here `N.re` is n and `N.im` is k. The index is a relation between ε and N, not a chosen square-root function, so no branch cut has to be fixed. The signs belong to the time dependence exp(−iωt), for which a wave with n, k ≥ 0 does not grow into the medium (it travels inward when n > 0 and is evanescent when n = 0 and k > 0), and absorption means ε″ > 0.

```lean
/-- Permittivity `ε0 - ωp²/ω² + i ε2(ω)`: an undamped Drude term on a background `ε0`,
plus an interband absorption `ε2`. -/
def permittivity (ε0 ωp : ℝ) (ε2 : ℝ → ℝ) (ω : ℝ) : ℂ :=
  ((ε0 - ωp ^ 2 / ω ^ 2 : ℝ) : ℂ) + ((ε2 ω : ℝ) : ℂ) * I
```

The parameters `ε0`, `ωp` and `ω` are real numbers and `ε2` is an arbitrary real function. Frequencies may be in any common unit, since the Drude term contains only the ratio ωp/ω. Two idealisations are built in. The free carriers have no scattering rate, so they add nothing to ε″. The real part is independent of `ε2`, whereas causality ties the two through the Kramers–Kronig relations, and a real absorption band adds a frequency-dependent term to ε′ that the constant ε0 replaces.

```lean
/-- The absorption `ε2` has its edge at `ωg`: at positive frequencies it vanishes up to and
including `ωg` and is positive above `ωg`. -/
def HasAbsorptionEdge (ε2 : ℝ → ℝ) (ωg : ℝ) : Prop :=
  (∀ ω, 0 < ω → ω ≤ ωg → ε2 ω = 0) ∧ (∀ ω, 0 < ω → ωg < ω → 0 < ε2 ω)
```

The edge is assumed, not obtained from a band structure. The edge frequency itself counts as non-absorbing, so "below the edge" means ω ≤ ωg. Nothing is required of continuity or of the size of ε2. The number `ωg` may be zero or negative, in which case the medium absorbs at every positive frequency.

## The Fresnel criterion

```lean
/-- For `n ≥ 0` the Fresnel denominator `1 + N` is nonzero and the fraction not reflected is
`1 - R = 4n / ((1 + n)² + k²)`. -/
theorem one_sub_reflectivity (N : ℂ) (hn : 0 ≤ N.re) :
    1 + N ≠ 0 ∧ 1 - reflectivity N = 4 * N.re / ((1 + N.re) ^ 2 + N.im ^ 2) := by
  have hD : 0 < (1 + N.re) ^ 2 + N.im ^ 2 := by nlinarith [sq_nonneg N.im, sq_nonneg N.re]
  have h1 : ‖1 - N‖ ^ 2 = (1 - N.re) ^ 2 + N.im ^ 2 := by
    rw [Complex.sq_norm, Complex.normSq_apply]
    simp only [Complex.sub_re, Complex.one_re, Complex.sub_im, Complex.one_im]
    ring
  have h2 : ‖1 + N‖ ^ 2 = (1 + N.re) ^ 2 + N.im ^ 2 := by
    rw [Complex.sq_norm, Complex.normSq_apply]
    simp only [Complex.add_re, Complex.one_re, Complex.add_im, Complex.one_im]
    ring
  constructor
  · intro h
    have h3 := congrArg Complex.re h
    simp only [Complex.add_re, Complex.one_re, Complex.zero_re] at h3
    linarith
  · unfold reflectivity
    rw [norm_div, div_pow, h1, h2, eq_div_iff hD.ne', sub_mul, div_mul_cancel₀ _ hD.ne']
    ring
```

The facts `h1` and `h2` are the two squared moduli, expanded through `Complex.normSq_apply`, and `hD` is the positivity of (1 + n)² + k². For `1 + N ≠ 0` the proof takes the real part of 1 + N = 0, which reads 1 + n = 0 and contradicts n ≥ 0. For the formula it splits the modulus of the quotient, clears the denominator, and lets `ring` confirm the difference 4n.

```lean
/-- If `N² = ε`, then `n = 0` exactly when `ε` is real and nonpositive. -/
theorem re_eq_zero_iff {ε N : ℂ} (h : N ^ 2 = ε) :
    N.re = 0 ↔ ε.im = 0 ∧ ε.re ≤ 0 := by
  subst h
  -- Re ε = n² - k² and Im ε = 2 n k
  have hre : (N ^ 2).re = N.re ^ 2 - N.im ^ 2 := by rw [sq, Complex.mul_re]; ring
  have him : (N ^ 2).im = 2 * (N.re * N.im) := by rw [sq, Complex.mul_im]; ring
  rw [hre, him]
  constructor
  · intro h0
    rw [h0]
    exact ⟨by ring, by nlinarith [sq_nonneg N.im]⟩
  · rintro ⟨h1, h2⟩
    have h3 : N.re * N.im = 0 := by linarith
    rcases mul_eq_zero.mp h3 with h4 | h4
    · exact h4
    · rw [h4] at h2
      have h5 : N.re * N.re = 0 := by nlinarith [sq_nonneg N.re]
      exact mul_self_eq_zero.mp h5
```

No sign of n or k is assumed. After ε is replaced by N², `hre` and `him` are ε′ = n² − k² and ε″ = 2nk. The forward direction sets n = 0. The reverse direction splits nk = 0 with `mul_eq_zero`, and in the branch k = 0 obtains n·n = 0 from n² ≤ 0.

```lean
/-- For `n ≥ 0` and `N² = ε`, the reflectivity equals one exactly when `ε` is real and
nonpositive, and is below one exactly when it is not. -/
theorem total_reflection_iff {ε N : ℂ} (hn : 0 ≤ N.re) (h : N ^ 2 = ε) :
    (reflectivity N = 1 ↔ ε.im = 0 ∧ ε.re ≤ 0) ∧
      (reflectivity N < 1 ↔ ¬ (ε.im = 0 ∧ ε.re ≤ 0)) := by
  rw [← re_eq_zero_iff h]
  have hA := (one_sub_reflectivity N hn).2
  have hD : 0 < (1 + N.re) ^ 2 + N.im ^ 2 := by nlinarith [sq_nonneg N.im, sq_nonneg N.re]
  -- n = 0 gives no loss, n > 0 gives a positive loss
  have hzero : N.re = 0 → reflectivity N = 1 := by
    intro h0
    rw [h0, mul_zero, zero_div] at hA
    linarith
  have hpos : ¬ N.re = 0 → reflectivity N < 1 := by
    intro h0
    have hp : 0 < N.re := lt_of_le_of_ne hn (Ne.symm h0)
    have hq : 0 < 4 * N.re / ((1 + N.re) ^ 2 + N.im ^ 2) := div_pos (by linarith) hD
    linarith
  refine ⟨⟨fun hR => ?_, hzero⟩, ⟨fun hR h0 => ?_, hpos⟩⟩
  · by_contra h0
    linarith [hpos h0]
  · linarith [hzero h0]
```

In words: for every ε and every N with n ≥ 0 and N² = ε, the reflectivity equals one exactly when `ε.im = 0 ∧ ε.re ≤ 0`, and is below one exactly when that condition fails. Together the two equivalences exclude R > 1. The formal statement allows k of either sign. Physically it covers non-magnetic media without gain that are described by a scalar permittivity. For ε″ < 0 the root with n > 0 has k < 0 and grows into the medium, so it need not be the physical index, and the other root has n < 0, where the theorem does not apply. The first rewrite trades the condition on ε for n = 0. Then `hzero` puts n = 0 into the formula for 1 − R, and `hpos` shows the quotient positive for n > 0. Since R = 1 and R < 1 exclude each other, these two implications give all four directions.

## One index for each passive medium

```lean
/-- A permittivity with `Im ε ≥ 0` has exactly one refractive index with `n, k ≥ 0`. -/
theorem existsUnique_refractiveIndex {ε : ℂ} (hε : 0 ≤ ε.im) :
    ∃! N, IsRefractiveIndex ε N := by
  have hex : ∃ N, IsRefractiveIndex ε N := by
    obtain ⟨z, hz⟩ := IsAlgClosed.exists_pow_nat_eq ε (n := 2) (by norm_num)
    have him : ε.im = 2 * (z.re * z.im) := by rw [← hz, sq, Complex.mul_im]; ring
    have hp : 0 ≤ z.re * z.im := by linarith
    -- one of the two roots lies in the first quadrant
    rcases mul_nonneg_iff.mp hp with ⟨a, b⟩ | ⟨a, b⟩
    · exact ⟨z, a, b, hz⟩
    · refine ⟨-z, ?_, ?_, ?_⟩
      · rw [Complex.neg_re]; linarith
      · rw [Complex.neg_im]; linarith
      · rw [neg_sq, hz]
  obtain ⟨N, hN⟩ := hex
  refine ⟨N, hN, ?_⟩
  rintro M ⟨a, b, hM⟩
  obtain ⟨c, d, hN2⟩ := hN
  have hprod : (M - N) * (M + N) = 0 := by linear_combination hM - hN2
  rcases mul_eq_zero.mp hprod with h | h
  · exact sub_eq_zero.mp h
  · have h1 := congrArg Complex.re h
    have h2 := congrArg Complex.im h
    rw [Complex.add_re, Complex.zero_re] at h1
    rw [Complex.add_im, Complex.zero_im] at h2
    apply Complex.ext <;> linarith
```

The symbol `∃!` says that an index exists and that any two coincide. The hypothesis ε″ ≥ 0 describes a medium without gain. A root z exists because the complex numbers are algebraically closed, which enters through `IsAlgClosed.exists_pow_nat_eq`, and `mul_nonneg_iff` supplies the two sign patterns that select z or −z. Uniqueness uses the factorisation `hprod`; in the case M + N = 0 the real and imaginary parts are handled separately by `linarith`.

## The metal with an edge

```lean
/-- The real part `ε0 - ωp²/ω²` is nonpositive exactly up to the screened plasma frequency
`ωp / √ε0`. -/
theorem drude_nonpos_iff {ε0 ωp ω : ℝ} (hε0 : 0 < ε0) (hωp : 0 ≤ ωp) (hω : 0 < ω) :
    ε0 - ωp ^ 2 / ω ^ 2 ≤ 0 ↔ ω ≤ ωp / Real.sqrt ε0 := by
  have hs : 0 < Real.sqrt ε0 := Real.sqrt_pos.mpr hε0
  have hsq : ε0 * ω ^ 2 = (ω * Real.sqrt ε0) ^ 2 := by
    rw [mul_pow, Real.sq_sqrt hε0.le]; ring
  rw [sub_nonpos, le_div_iff₀ (pow_pos hω 2), le_div_iff₀ hs, hsq]
  exact pow_le_pow_iff_left₀ (mul_pos hω hs).le hωp two_ne_zero
```

This is the chain of equivalences for ε′ ≤ 0. The identity `hsq` writes ε0 ω² as (ω√ε0)², the rewrites clear both denominators, and `pow_le_pow_iff_left₀` compares the squares of the nonnegative numbers ω√ε0 and ωp. The value ωp = 0 is allowed, and then both sides are false for every ω > 0.

```lean
/-- For any position of the absorption edge, reflection at frequency `ω > 0` is total exactly
when `ω` exceeds neither the edge nor the screened plasma frequency. -/
theorem total_reflection_iff_le_min {ε0 ωp ωg ω : ℝ} {ε2 : ℝ → ℝ} {N : ℂ}
    (hε0 : 0 < ε0) (hωp : 0 ≤ ωp) (hedge : HasAbsorptionEdge ε2 ωg) (hω : 0 < ω)
    (hN : IsRefractiveIndex (permittivity ε0 ωp ε2 ω) N) :
    reflectivity N = 1 ↔ ω ≤ min ωg (ωp / Real.sqrt ε0) := by
  have hre : (permittivity ε0 ωp ε2 ω).re = ε0 - ωp ^ 2 / ω ^ 2 := by
    simp only [permittivity, add_re, mul_re, ofReal_re, ofReal_im, I_re, I_im]; ring
  have him : (permittivity ε0 ωp ε2 ω).im = ε2 ω := by
    simp only [permittivity, add_im, mul_im, ofReal_re, ofReal_im, I_re, I_im]; ring
  rw [(total_reflection_iff hN.1 hN.2.2).1, hre, him, drude_nonpos_iff hε0 hωp hω, le_min_iff]
  -- absorption vanishes exactly up to the edge
  refine and_congr_left fun _ => ⟨fun h0 => ?_, hedge.1 ω hω⟩
  by_contra hlt
  linarith [hedge.2 ω hω (not_le.mp hlt)]
```

The statement holds for any position of the edge and for any N that is an index of ε(ω). The facts `hre` and `him` read off ε′ and ε″. One chain of rewrites applies the criterion, replaces ε′ ≤ 0 by ω ≤ ωp/√ε0, and splits the minimum into two inequalities. What remains is ε2(ω) = 0 ⇔ ω ≤ ωg: one direction is the first half of `hedge`, and the other follows because ω > ωg would make ε2(ω) positive.

```lean
/-- If the absorption edge lies at or under the screened plasma frequency, then at each `ω > 0`
the refractive index exists uniquely, `R = 1` exactly for `ω ≤ ωg`, and `R < 1` exactly for
`ω > ωg`. -/
theorem total_reflection_below_edge {ε0 ωp ωg ω : ℝ} {ε2 : ℝ → ℝ}
    (hε0 : 0 < ε0) (hωp : 0 ≤ ωp) (hedge : HasAbsorptionEdge ε2 ωg)
    (hunder : ωg ≤ ωp / Real.sqrt ε0) (hω : 0 < ω) :
    (∃! N, IsRefractiveIndex (permittivity ε0 ωp ε2 ω) N) ∧
      ∀ N, IsRefractiveIndex (permittivity ε0 ωp ε2 ω) N →
        (reflectivity N = 1 ↔ ω ≤ ωg) ∧ (reflectivity N < 1 ↔ ωg < ω) := by
  constructor
  · apply existsUnique_refractiveIndex
    have him : (permittivity ε0 ωp ε2 ω).im = ε2 ω := by
      simp only [permittivity, add_im, mul_im, ofReal_re, ofReal_im, I_re, I_im]; ring
    rw [him]
    rcases le_or_gt ω ωg with h | h
    · exact (hedge.1 ω hω h).ge
    · exact (hedge.2 ω hω h).le
  · intro N hN
    have h1 := total_reflection_iff_le_min hε0 hωp hedge hω hN
    rw [min_eq_left hunder] at h1
    obtain ⟨ha, hb⟩ := total_reflection_iff hN.1 hN.2.2
    refine ⟨h1, ?_⟩
    rw [hb, ← ha, h1, not_le]
```

The main theorem adds `hunder`, the condition ωg ≤ ωp/√ε0, with equality permitted. At each positive frequency it gives exactly one index, and for that index R = 1 if and only if ω ≤ ωg, and R < 1 if and only if ω > ωg. The uniqueness clause ensures that the statement about all N concerns one definite number. Existence needs ε2(ω) ≥ 0, which holds on either side of the edge. For the reflectivity, `min_eq_left hunder` collapses the minimum to ωg, and the last line turns R < 1 into the failure of the criterion, then into R ≠ 1, then into ω > ωg.

The theorem is qualitative above the edge. It gives no bound on how far R falls below one, and R need not drop abruptly at ωg. A perceived colour depends on the size of 1 − R across the visible range, which requires the actual function ε2 and is not addressed. In a real metal carrier scattering makes ε″ positive below the edge as well, and `total_reflection_iff` then gives R < 1 there; exact total reflection is a property of the undamped model.

## A worked case at the screened plasma frequency

Take ε0 = 4, ωp = 4 and ε2(ω) = 2 max(ω − 1, 0). This ε2 is chosen for easy arithmetic; it grows without bound and is not a physical absorption spectrum at high frequency. The edge is ωg = 1 and the screened plasma frequency is 4/√4 = 2. At ω = 2,

    ε = 4 − 16/4 + 2i = 2i,    N = 1 + i,
    1 − R = 4·1 / ((1 + 1)² + 1²) = 4/5.

So R = 1/5 at a frequency where ε′ = 0, the medium of the opening paragraph. In the proof, `hs` evaluates √4, `hε` evaluates the permittivity, the two edge conditions resolve the maximum on each side of ω = 1, and the value of R comes from `one_sub_reflectivity`.

```lean
/-- With `ε0 = 4`, `ωp = 4` and `ε2(ω) = 2 max(ω - 1, 0)` the edge is at `1`, under
`ωp / √ε0`; at `ω = 2` the index is `1 + i` and its reflectivity is `1/5`. -/
theorem total_reflection_below_edge_witness :
    HasAbsorptionEdge (fun ω => 2 * max (ω - 1) 0) 1 ∧ (1 : ℝ) ≤ 4 / Real.sqrt 4 ∧
      IsRefractiveIndex (permittivity 4 4 (fun ω => 2 * max (ω - 1) 0) 2) (1 + I) ∧
      reflectivity (1 + I) = 1 / 5 := by
  have hs : Real.sqrt 4 = 2 := by
    rw [show (4 : ℝ) = 2 ^ 2 by norm_num]
    exact Real.sqrt_sq (by norm_num)
  have hε : permittivity 4 4 (fun ω => 2 * max (ω - 1) 0) 2 = 2 * I := by
    simp only [permittivity]
    norm_num
  refine ⟨⟨fun ω _ h => ?_, fun ω _ h => ?_⟩, ?_, ⟨by simp, by simp, ?_⟩, ?_⟩
  · show 2 * max (ω - 1) 0 = 0
    rw [max_eq_right (by linarith), mul_zero]
  · show 0 < 2 * max (ω - 1) 0
    rw [max_eq_left (by linarith)]
    linarith
  · rw [hs]; norm_num
  · rw [hε]
    linear_combination Complex.I_sq
  · have h := (one_sub_reflectivity (1 + I) (by simp)).2
    norm_num at h
    linarith

end

end MetalReflectivity
```

```lean
#print axioms MetalReflectivity.total_reflection_below_edge
-- 'MetalReflectivity.total_reflection_below_edge' depends on axioms: [propext, Classical.choice, Quot.sound]
```
